# For invertible χ₀, matching TDDFT to the Bethe–Salpeter density response at first order fixes the kernel

## What "first order" means here

Comparing the Bethe–Salpeter equation with time-dependent density functional theory (TDDFT) to first order requires a choice of expansion parameter. Here a complex number $s$ multiplies the electron-hole interaction in one theory and the kernel in the other. The two density responses match when their derivatives at $s=0$ are equal, entry by entry. The kernel itself does not depend on $s$.

## Two responses from one starting point

Let $\tau$ label electron-hole transitions and $g$ density components, such as reciprocal lattice vectors. At a fixed frequency, $L_0$ is the independent-particle propagator and $K$ the electron-hole interaction, both matrices on $\tau$. The $\tau\times g$ matrix $E$ connects density components to transitions. Contracting $L_0$ gives the independent-particle density response

$$\chi_0=E^\dagger L_0E .$$

The Bethe–Salpeter equation $L=L_0+sL_0KL$ and the TDDFT equation $\chi=\chi_0+s\chi_0f\chi$, with kernel $f$, then give

$$\chi_{\rm BSE}(s)=E^\dagger(1-sL_0K)^{-1}L_0E,\qquad
\chi_{\rm TDDFT}(s)=(1-s\chi_0f)^{-1}\chi_0 .$$

Both start from the same $\chi_0$. If $\chi_0$ is built from quasiparticle energies, $f$ therefore carries the electron-hole interaction but not the correction of the Kohn–Sham gap. What $f$ contains depends on $K$. If $K$ is the screened electron-hole attraction alone, $f$ is the electron-hole part of the exchange-correlation kernel, and both responses are irreducible, that is, taken without the Hartree term. If $K$ also includes the electron-hole exchange term, $f$ includes the Hartree kernel as well.

## The matching kernel

Write $T=E^\dagger L_0KL_0E$. If $\chi_0$ is invertible, the responses match to first order if and only if

$$f=\chi_0^{-1}T\chi_0^{-1}.$$

To derive this, set $R(s)=(1-sA)^{-1}$ for a square matrix $A$. Since $\det(1-sA)\to1$ as $s\to0$, the inverse exists near zero, and $R(s)\to1$. Multiplying out $(1-sA)R=1$ gives $R=1+sAR$, so for fixed matrices $P,Q$ and $s\ne0$,

$$\frac{PR(s)Q-PQ}{s}=PAR(s)Q\longrightarrow PAQ .$$

For the Bethe–Salpeter response, take $P=E^\dagger$, $A=L_0K$, $Q=L_0E$: the derivative is $T$. For TDDFT, take $P=1$, $A=\chi_0f$, $Q=\chi_0$: the derivative is $\chi_0f\chi_0$. Matching is thus the equation $\chi_0f\chi_0=T$. Multiplying by $\chi_0^{-1}$ on both sides gives the kernel, and multiplying back gives the converse.

## The head and its factor 1/q²

Let $g_0$ be the head component, the one with zero reciprocal lattice vector, and let the real number $q\ne0$ stand for the length of the perturbation's wavevector along a fixed direction. Let $D$ be the diagonal matrix with $q$ at $g_0$ and $1$ elsewhere. Suppose

$$\chi_0=DXD,\qquad T=DYD,\qquad X\text{ invertible}.$$

The factors $D$ stand for the long-wavelength behaviour of a gapped system: the matrix element of the density operator between orthogonal valence and conduction states vanishes at least linearly in $q$ as $q\to0$, so the head carries $q^2$ and the wings carry $q$. Inserting both forms into $\chi_0f\chi_0=T$ gives

$$DX(DfD)XD=DYD .$$

Cancelling the outer $D$ and then $X$ leaves $DfD=X^{-1}YX^{-1}$. The head entry on the left is $q^2f_{g_0g_0}$, hence

$$f_{g_0g_0}=\frac{(X^{-1}YX^{-1})_{g_0g_0}}{q^2}.$$

This is an identity at one value of $q$, where, for invertible $\chi_0$, such $X$ and $Y$ can always be defined by dividing out $D$. It describes a $1/q^2$ divergence only if the numerator tends to a nonzero value as $q\to0$, which is a matter of how $X$ and $Y$ behave. In this finite-matrix, first-order setting, the formula shows how a long-range exchange-correlation kernel for excitonic spectra of solids can arise from the screened electron-hole attraction.

## How the Lean statement reads

`densityResponse` is $\chi_0$, `firstOrderTerm` is $T$, and `headScale g₀ q` is $D$. The symbol `ᴴ` is the conjugate transpose, which for real $E$ is the ordinary transpose. `FirstOrderMatch` is the equality of derivatives for every pair `i j`, and `IsUnit (...).det` says that a matrix is invertible.

Both index sets are finite. $L_0$ and $K$ are arbitrary complex matrices: no Hermiticity, causality or particular form of screening is assumed. Invertibility of $\chi_0$ is a hypothesis; physically, every nonzero perturbing potential built from the retained components must produce a nonzero density response in those components. Nothing is claimed about agreement at finite coupling.

## A kernel that depends on the coupling

Another model would let the full kernel be a function $F(s)$ and require equality of the responses for all small $s$. With $\chi_0$ invertible, this gives

$$F(s)=\chi_0^{-1}-\chi_{\rm BSE}(s)^{-1},\qquad F'(0)=\chi_0^{-1}T\chi_0^{-1}.$$

The kernel above would then be the first Taylor coefficient of an exact one, instead of a fixed matrix that is required to match only the first derivative. This variant is a calculation by hand and is not part of the file.

## The complete file

```lean
import Mathlib

open Matrix Filter Topology

namespace FirstOrderExcitonKernel

noncomputable section

variable {τ g : Type*} [Fintype τ] [DecidableEq τ] [Fintype g] [DecidableEq g]

/-- The independent-particle density response `χ₀ = Eᴴ L₀ E`, contracted from the
transition space `τ` to the density components `g`. -/
def densityResponse (E : Matrix τ g ℂ) (L₀ : Matrix τ τ ℂ) : Matrix g g ℂ :=
  Eᴴ * L₀ * E

/-- The contracted first-order term `T = Eᴴ L₀ K L₀ E` of the electron-hole interaction. -/
def firstOrderTerm (E : Matrix τ g ℂ) (L₀ K : Matrix τ τ ℂ) : Matrix g g ℂ :=
  Eᴴ * L₀ * K * L₀ * E

/-- The Bethe-Salpeter density response at coupling `s`, for `1 - s L₀ K` invertible. -/
def bseResponse (E : Matrix τ g ℂ) (L₀ K : Matrix τ τ ℂ) (s : ℂ) : Matrix g g ℂ :=
  Eᴴ * (1 - s • (L₀ * K))⁻¹ * L₀ * E

/-- The TDDFT density response with kernel `f` at coupling `s`, for `1 - s χ₀ f` invertible. -/
def tddftResponse (χ₀ f : Matrix g g ℂ) (s : ℂ) : Matrix g g ℂ :=
  (1 - s • (χ₀ * f))⁻¹ * χ₀

/-- The Bethe-Salpeter and TDDFT responses have the same derivative at zero coupling,
entry by entry. -/
def FirstOrderMatch (E : Matrix τ g ℂ) (L₀ K : Matrix τ τ ℂ) (f : Matrix g g ℂ) : Prop :=
  ∀ i j, deriv (fun s : ℂ => bseResponse E L₀ K s i j) 0 =
    deriv (fun s : ℂ => tddftResponse (densityResponse E L₀) f s i j) 0

/-- The matrix `diag(q, 1, ..., 1)`, with the momentum `q` at the head component `g₀`. -/
def headScale (g₀ : g) (q : ℝ) : Matrix g g ℂ :=
  Matrix.diagonal (fun i => if i = g₀ then (q : ℂ) else 1)

omit [Fintype τ] [DecidableEq τ] in
/-- Matrix inversion is continuous at an invertible matrix. -/
theorem tendsto_inverse {α : Type*} {l : Filter α} {M : α → Matrix g g ℂ}
    {A : Matrix g g ℂ} (hM : Tendsto M l (𝓝 A)) (hA : IsUnit A.det) :
    Tendsto (fun a => (M a)⁻¹) l (𝓝 A⁻¹) := by
  have cd : Continuous (fun B : Matrix g g ℂ => B.det) := continuous_id.matrix_det
  have ca : Continuous (fun B : Matrix g g ℂ => B.adjugate) := continuous_id.matrix_adjugate
  have hd : Tendsto (fun a => (M a).det) l (𝓝 A.det) := (cd.tendsto A).comp hM
  have ha : Tendsto (fun a => (M a).adjugate) l (𝓝 A.adjugate) := (ca.tendsto A).comp hM
  simp only [Matrix.inv_def, Ring.inverse_eq_inv']
  exact (hd.inv₀ hA.ne_zero).smul ha

omit [Fintype τ] [DecidableEq τ] in
/-- The contracted resolvent `P (1 - s A)⁻¹ Q` has derivative `P A Q` at `s = 0`. -/
theorem hasDerivAt_resolvent {a b : Type*} (P : Matrix a g ℂ) (A : Matrix g g ℂ)
    (Q : Matrix g b ℂ) (i : a) (j : b) :
    HasDerivAt (fun s : ℂ => (P * (1 - s • A)⁻¹ * Q) i j) ((P * A * Q) i j) 0 := by
  have h1 : Tendsto (fun s : ℂ => (1 : Matrix g g ℂ) - s • A) (𝓝 0) (𝓝 1) := by
    have h : Continuous (fun s : ℂ => (1 : Matrix g g ℂ) - s • A) :=
      continuous_const.sub (continuous_id.smul continuous_const)
    simpa using h.tendsto 0
  have h2 := tendsto_inverse h1 (by simp)
  rw [inv_one] at h2
  have h3 : Tendsto (fun s : ℂ => (P * A * (1 - s • A)⁻¹ * Q) i j) (𝓝 0)
      (𝓝 ((P * A * Q) i j)) := by
    have hc : Continuous (fun B : Matrix g g ℂ => (P * A * B * Q) i j) :=
      ((continuous_const.matrix_mul continuous_id).matrix_mul continuous_const).matrix_elem i j
    simpa only [Matrix.mul_one, Function.comp_def] using (hc.tendsto 1).comp h2
  have cd : Continuous (fun B : Matrix g g ℂ => B.det) := continuous_id.matrix_det
  have hdet : ∀ᶠ s in 𝓝 (0 : ℂ), ((1 : Matrix g g ℂ) - s • A).det ≠ 0 :=
    ((cd.tendsto 1).comp h1).eventually_ne (by simp)
  rw [hasDerivAt_iff_tendsto_slope_zero]
  refine (h3.mono_left nhdsWithin_le_nhds).congr' ?_
  filter_upwards [hdet.filter_mono nhdsWithin_le_nhds, self_mem_nhdsWithin] with t ht ht0
  have ht0' : t ≠ 0 := ht0
  -- the Dyson identity R = 1 + t A R
  have hR : (1 - t • A)⁻¹ = 1 + t • (A * (1 - t • A)⁻¹) := by
    have h := Matrix.mul_nonsing_inv (1 - t • A) (isUnit_iff_ne_zero.mpr ht)
    rw [Matrix.sub_mul, Matrix.one_mul, Matrix.smul_mul] at h
    exact sub_eq_iff_eq_add.mp h
  have hP : P * (1 - t • A)⁻¹ * Q = P * Q + t • (P * A * (1 - t • A)⁻¹ * Q) := by
    calc P * (1 - t • A)⁻¹ * Q = P * (1 + t • (A * (1 - t • A)⁻¹)) * Q := by rw [← hR]
      _ = _ := by
        simp only [Matrix.mul_add, Matrix.add_mul, Matrix.mul_one, Matrix.mul_smul,
          Matrix.smul_mul, Matrix.mul_assoc]
  have hij := congrFun (congrFun hP i) j
  simp only [Matrix.add_apply, Matrix.smul_apply, smul_eq_mul] at hij
  simp only [zero_add, zero_smul, sub_zero, inv_one, Matrix.mul_one, smul_eq_mul]
  rw [hij, add_sub_cancel_left, inv_mul_cancel_left₀ ht0']

/-- The two responses match to first order exactly when `χ₀ f χ₀ = T`. -/
theorem match_iff (E : Matrix τ g ℂ) (L₀ K : Matrix τ τ ℂ) (f : Matrix g g ℂ) :
    FirstOrderMatch E L₀ K f ↔
      densityResponse E L₀ * f * densityResponse E L₀ = firstOrderTerm E L₀ K := by
  have hB : ∀ i j, deriv (fun s : ℂ => bseResponse E L₀ K s i j) 0 =
      firstOrderTerm E L₀ K i j := fun i j => by
    simpa only [bseResponse, firstOrderTerm, Matrix.mul_assoc] using
      (hasDerivAt_resolvent Eᴴ (L₀ * K) (L₀ * E) i j).deriv
  have hT : ∀ i j, deriv (fun s : ℂ => tddftResponse (densityResponse E L₀) f s i j) 0 =
      (densityResponse E L₀ * f * densityResponse E L₀) i j := fun i j => by
    simpa only [tddftResponse, Matrix.one_mul] using
      (hasDerivAt_resolvent 1 (densityResponse E L₀ * f) (densityResponse E L₀) i j).deriv
  simp only [FirstOrderMatch, hB, hT]
  exact ⟨fun h => by ext i j; exact (h i j).symm, fun h i j => by rw [h]⟩

omit [Fintype τ] [DecidableEq τ] in
/-- For invertible `A`, the equation `A B A = C` has the unique solution `B = A⁻¹ C A⁻¹`. -/
theorem sandwich_iff {A B C : Matrix g g ℂ} (hA : IsUnit A.det) :
    A * B * A = C ↔ B = A⁻¹ * C * A⁻¹ := by
  have h1 := Matrix.nonsing_inv_mul A hA
  have h2 := Matrix.mul_nonsing_inv A hA
  constructor
  · intro h
    calc B = (A⁻¹ * A) * B * (A * A⁻¹) := by rw [h1, h2, Matrix.one_mul, Matrix.mul_one]
      _ = A⁻¹ * (A * B * A) * A⁻¹ := by simp only [Matrix.mul_assoc]
      _ = _ := by rw [h]
  · intro h
    calc A * B * A = A * (A⁻¹ * C * A⁻¹) * A := by rw [← h]
      _ = (A * A⁻¹) * C * (A⁻¹ * A) := by simp only [Matrix.mul_assoc]
      _ = C := by rw [h1, h2, Matrix.one_mul, Matrix.mul_one]

/-- For invertible `χ₀`, the Bethe-Salpeter and TDDFT responses agree to first order in the
coupling if and only if the TDDFT kernel is `f = χ₀⁻¹ T χ₀⁻¹`. -/
theorem first_order_kernel (E : Matrix τ g ℂ) (L₀ K : Matrix τ τ ℂ) (f : Matrix g g ℂ)
    (hχ : IsUnit (densityResponse E L₀).det) :
    FirstOrderMatch E L₀ K f ↔
      f = (densityResponse E L₀)⁻¹ * firstOrderTerm E L₀ K * (densityResponse E L₀)⁻¹ :=
  (match_iff E L₀ K f).trans (sandwich_iff hχ)

omit [Fintype τ] [DecidableEq τ] in
/-- The matrix `diag(q, 1, ..., 1)` is invertible for `q ≠ 0`. -/
theorem headScale_isUnit (g₀ : g) {q : ℝ} (hq : q ≠ 0) : IsUnit (headScale g₀ q).det := by
  rw [headScale, Matrix.det_diagonal, isUnit_iff_ne_zero]
  exact Finset.prod_ne_zero_iff.mpr (fun i _ => by split_ifs <;> simp [hq])

/-- If `χ₀ = D X D` and `T = D Y D` with `D = diag(q, 1, ..., 1)`, `q ≠ 0` and `X` invertible,
then the head of a first-order matching kernel is `(X⁻¹ Y X⁻¹)₀₀ / q²`. -/
theorem kernel_head {E : Matrix τ g ℂ} {L₀ K : Matrix τ τ ℂ} {f X Y : Matrix g g ℂ}
    (g₀ : g) {q : ℝ} (hq : q ≠ 0) (hX : IsUnit X.det)
    (hχ : densityResponse E L₀ = headScale g₀ q * X * headScale g₀ q)
    (hT : firstOrderTerm E L₀ K = headScale g₀ q * Y * headScale g₀ q)
    (hf : FirstOrderMatch E L₀ K f) :
    f g₀ g₀ = (X⁻¹ * Y * X⁻¹) g₀ g₀ / (q : ℂ) ^ 2 := by
  have hD := headScale_isUnit g₀ hq
  have h := (match_iff E L₀ K f).mp hf
  rw [hχ, hT] at h
  -- cancel the outer factors D
  have h1 : headScale g₀ q * (X * (headScale g₀ q * f * headScale g₀ q) * X) * headScale g₀ q =
      headScale g₀ q * Y * headScale g₀ q := by
    rw [← h]
    simp only [Matrix.mul_assoc]
  have h2 := ((sandwich_iff hD).mp h1).trans ((sandwich_iff hD).mp rfl).symm
  -- solve for D f D and read off its head
  have h3 := congrFun (congrFun ((sandwich_iff hX).mp h2) g₀) g₀
  have h4 : (headScale g₀ q * f * headScale g₀ q) g₀ g₀ = (q : ℂ) * f g₀ g₀ * q := by
    simp [headScale, Matrix.mul_diagonal, Matrix.diagonal_mul]
  rw [h4] at h3
  rw [eq_div_iff (pow_ne_zero 2 (Complex.ofReal_ne_zero.mpr hq))]
  linear_combination h3


omit [Fintype τ] [DecidableEq τ] in
/-- For `q ≠ 0`, the choice `E = D = diag(q, 1, ..., 1)`, `L₀ = -1` and any `K` gives
`χ₀ = D (-1) D` and `T = D K D`, and the kernel `D⁻¹ K D⁻¹` matches to first order. -/
theorem kernel_head_witness (g₀ : g) {q : ℝ} (hq : q ≠ 0) (K : Matrix g g ℂ) :
    densityResponse (headScale g₀ q) (-1) = headScale g₀ q * (-1) * headScale g₀ q ∧
    firstOrderTerm (headScale g₀ q) (-1) K = headScale g₀ q * K * headScale g₀ q ∧
    FirstOrderMatch (headScale g₀ q) (-1) K ((headScale g₀ q)⁻¹ * K * (headScale g₀ q)⁻¹) := by
  have hH : (headScale g₀ q)ᴴ = headScale g₀ q := by
    rw [headScale, Matrix.diagonal_conjTranspose]
    congr 1
    funext i
    simp only [Pi.star_apply]
    split_ifs <;> simp
  have h1 : densityResponse (headScale g₀ q) (-1) =
      headScale g₀ q * (-1) * headScale g₀ q := by rw [densityResponse, hH]
  have h2 : firstOrderTerm (headScale g₀ q) (-1) K =
      headScale g₀ q * K * headScale g₀ q := by
    rw [firstOrderTerm, hH]
    noncomm_ring
  refine ⟨h1, h2, ?_⟩
  rw [match_iff, h1, h2]
  have hD := headScale_isUnit g₀ hq
  generalize headScale g₀ q = D at hD ⊢
  calc D * (-1) * D * (D⁻¹ * K * D⁻¹) * (D * (-1) * D)
      = D * (D * D⁻¹) * K * (D⁻¹ * D) * D := by noncomm_ring
    _ = D * K * D := by
      rw [Matrix.mul_nonsing_inv D hD, Matrix.nonsing_inv_mul D hD, Matrix.mul_one,
        Matrix.mul_one]


end

end FirstOrderExcitonKernel
```

```lean
#print axioms FirstOrderExcitonKernel.first_order_kernel
#print axioms FirstOrderExcitonKernel.kernel_head
```

```
'FirstOrderExcitonKernel.first_order_kernel' depends on axioms: [propext, Classical.choice, Quot.sound]
'FirstOrderExcitonKernel.kernel_head' depends on axioms: [propext, Classical.choice, Quot.sound]
```

## From the resolvent to the head entry

`tendsto_inverse` proves continuity of inversion by writing the inverse as the adjugate divided by the determinant. `hasDerivAt_resolvent` is the difference-quotient argument: `hR` is the identity $R=1+sAR$, `hP` places it between $P$ and $Q$, and the last lines cancel the nonzero coupling. This establishes that both derivatives exist, so `FirstOrderMatch` never compares the default value that `deriv` takes when there is none.

`match_iff` applies this lemma once to each response and obtains $\chi_0f\chi_0=T$. `sandwich_iff` solves $ABA=C$ for invertible $A$, and `first_order_kernel` chains the two equivalences.

In `kernel_head`, `sandwich_iff` first removes the outer factors $D$, whose invertibility comes from `headScale_isUnit`, and then solves for $DfD$. The step `h4` computes the head entry of $DfD$, and `linear_combination` finishes the division by $q^2$.

`kernel_head_witness` supplies a family satisfying the scaling hypotheses: $E=D$, $L_0=-1$ and any $K$. There $X=-1$ and $Y=K$, and the matching kernel $D^{-1}KD^{-1}$ has head $K_{g_0g_0}/q^2$.
